# Radial kinetic energy between two nodes, from the orbital energy or from the virial and end slopes

If, in atomic units, a real radial function $P=rR$ satisfies $P''=2(W-e)P$ on $[a,b]$, with a continuously differentiable potential $W$, a constant energy $e$ and $P(a)=P(b)=0$, then

$$\int_a^b P'^2\,dr = 2\int_a^b (e-W)P^2\,dr = \int_a^b rW'P^2\,dr+\tfrac12\left(bP'(b)^2-aP'(a)^2\right).$$

Each of the three expressions is twice the radial kinetic energy on the interval when $\int_a^b P^2\,dr=1$.

```lean
import Mathlib

open Set MeasureTheory

namespace ConfinedOrbitalKineticEnergy

noncomputable section

/-- For `a < b`, the function `f` is continuously differentiable on `[a, b]` with derivative `f'`;
at the end points `f'` takes its limiting values from inside. -/
structure IsC1On (a b : ℝ) (f f' : ℝ → ℝ) : Prop where
  cont : ContinuousOn f (Icc a b)
  contDeriv : ContinuousOn f' (Icc a b)
  deriv : ∀ r ∈ Ioo a b, HasDerivAt f (f' r) r

/-- A radial function `P` with slope `dP` that solves `P'' = 2 (W - e) P` on `[a, b]`
and vanishes at both ends. -/
structure IsConfinedOrbital (a b e : ℝ) (W P dP : ℝ → ℝ) : Prop where
  slope : IsC1On a b P dP
  schrodinger : IsC1On a b dP (fun r => 2 * (W r - e) * P r)
  inner_node : P a = 0
  outer_node : P b = 0

/-- The effective radial potential `l(l+1)/(2r²) - Z/r` of an electron with angular
momentum `l` in the field of a charge `Z`, for `r ≠ 0`. -/
def effectivePotential (Z : ℝ) (l : ℕ) (r : ℝ) : ℝ :=
  l * (l + 1) / (2 * r ^ 2) - Z / r

variable {a b e : ℝ} {W dW P dP g dg : ℝ → ℝ}

/-- For `a ≤ b`, the integral of the derivative of a continuously differentiable function
over `[a, b]` is the difference of its end values. -/
theorem IsC1On.integral_eq {f f' : ℝ → ℝ} (hab : a ≤ b) (h : IsC1On a b f f') :
    ∫ r in a..b, f' r = f b - f a :=
  intervalIntegral.integral_eq_sub_of_hasDerivAt_of_le hab h.cont h.deriv
    (h.contDeriv.intervalIntegrable_of_Icc hab)

/-- The function `(e - W) P²` is continuous on `[a, b]` for a confined orbital `P`. -/
theorem continuousOn_energy_density (h : IsConfinedOrbital a b e W P dP) :
    ContinuousOn (fun r => (e - W r) * P r ^ 2) (Icc a b) := by
  have key : (fun r => (e - W r) * P r ^ 2)
      = fun r => (-1 / 2 : ℝ) * ((2 * (W r - e) * P r) * P r) := by
    funext r
    ring
  rw [key]
  exact continuousOn_const.mul (h.schrodinger.contDeriv.mul h.slope.cont)

/-- Energy route: for a confined orbital on `[a, b]` with `a ≤ b`, the integral of `P'²`
is twice the integral of `(e - W) P²`. -/
theorem kinetic_eq_energy (hab : a ≤ b) (h : IsConfinedOrbital a b e W P dP) :
    ∫ r in a..b, dP r ^ 2 = 2 * ∫ r in a..b, (e - W r) * P r ^ 2 := by
  have c1 : ContinuousOn (fun r => dP r ^ 2) (Icc a b) := h.slope.contDeriv.pow 2
  have c2 : ContinuousOn (fun r => 2 * ((e - W r) * P r ^ 2)) (Icc a b) :=
    continuousOn_const.mul (continuousOn_energy_density h)
  -- integrate the derivative of `P P'`
  have hC : IsC1On a b (fun r => P r * dP r)
      (fun r => dP r ^ 2 - 2 * ((e - W r) * P r ^ 2)) := by
    refine ⟨h.slope.cont.mul h.slope.contDeriv, c1.sub c2, fun r hr => ?_⟩
    have d1 : HasDerivAt P (dP r) r := h.slope.deriv r hr
    have d2 : HasDerivAt dP (2 * (W r - e) * P r) r := h.schrodinger.deriv r hr
    exact (d1.fun_mul d2).congr_deriv (by ring)
  have key := hC.integral_eq hab
  rw [intervalIntegral.integral_sub (c1.intervalIntegrable_of_Icc hab)
    (c2.intervalIntegrable_of_Icc hab), intervalIntegral.integral_const_mul,
    h.inner_node, h.outer_node] at key
  linarith

/-- Hypervirial identity: for a confined orbital on `[a, b]` with `a ≤ b`, a continuously
differentiable potential `W` and any continuously differentiable weight `g`, the integral of
`g' P'²` is twice that of `(g' (W - e) + g W') P²` plus the end-point terms in `g P'²`. -/
theorem hypervirial (hab : a ≤ b) (h : IsConfinedOrbital a b e W P dP)
    (hW : IsC1On a b W dW) (hg : IsC1On a b g dg) :
    ∫ r in a..b, dg r * dP r ^ 2 =
      2 * (∫ r in a..b, (dg r * (W r - e) + g r * dW r) * P r ^ 2)
        + (g b * dP b ^ 2 - g a * dP a ^ 2) := by
  have cP := h.slope.cont
  have cQ := h.slope.contDeriv
  have cW := hW.cont
  have cV := hW.contDeriv
  have cg := hg.cont
  have ck := hg.contDeriv
  have c1 : ContinuousOn (fun r => dg r * dP r ^ 2) (Icc a b) := by fun_prop
  have c2 : ContinuousOn
      (fun r => 2 * ((dg r * (W r - e) + g r * dW r) * P r ^ 2)) (Icc a b) := by fun_prop
  -- the terms in `P P'` cancel by the radial equation
  have hC : IsC1On a b
      (fun r => g r * (dP r * dP r) - 2 * (g r * ((W r - e) * (P r * P r))))
      (fun r => dg r * dP r ^ 2 - 2 * ((dg r * (W r - e) + g r * dW r) * P r ^ 2)) := by
    refine ⟨by fun_prop, c1.sub c2, fun r hr => ?_⟩
    have d1 : HasDerivAt P (dP r) r := h.slope.deriv r hr
    have d2 : HasDerivAt dP (2 * (W r - e) * P r) r := h.schrodinger.deriv r hr
    have d3 : HasDerivAt (fun x => W x - e) (dW r) r := (hW.deriv r hr).sub_const e
    have d4 : HasDerivAt g (dg r) r := hg.deriv r hr
    exact ((d4.fun_mul (d2.fun_mul d2)).fun_sub
      ((d4.fun_mul (d3.fun_mul (d1.fun_mul d1))).const_mul 2)).congr_deriv (by ring)
  have key := hC.integral_eq hab
  rw [intervalIntegral.integral_sub (c1.intervalIntegrable_of_Icc hab)
    (c2.intervalIntegrable_of_Icc hab), intervalIntegral.integral_const_mul,
    h.inner_node, h.outer_node] at key
  linear_combination key

/-- Force balance: for a confined orbital on `[a, b]` with `a ≤ b` in a continuously
differentiable potential, `P'(a)² - P'(b)²` is twice the integral of `W' P²`. -/
theorem wall_force_balance (hab : a ≤ b) (h : IsConfinedOrbital a b e W P dP)
    (hW : IsC1On a b W dW) :
    dP a ^ 2 - dP b ^ 2 = 2 * ∫ r in a..b, dW r * P r ^ 2 := by
  have hg : IsC1On a b (fun _ => 1) (fun _ => 0) :=
    ⟨continuousOn_const, continuousOn_const, fun r _ => hasDerivAt_const r 1⟩
  have key := hypervirial hab h hW hg
  simp only [zero_mul, one_mul, zero_add, intervalIntegral.integral_zero] at key
  linarith

/-- For a confined orbital on `[a, b]` with `a ≤ b` in a continuously differentiable potential, the
integral of `P'²` (twice the radial kinetic energy if `P` is normalised) follows from the energy and
the potential, and also from the virial `r W'` and the slopes at the two ends. -/
theorem kinetic_three_routes (hab : a ≤ b) (h : IsConfinedOrbital a b e W P dP)
    (hW : IsC1On a b W dW) :
    (∫ r in a..b, dP r ^ 2 = 2 * ∫ r in a..b, (e - W r) * P r ^ 2) ∧
    (∫ r in a..b, dP r ^ 2 =
      (∫ r in a..b, r * dW r * P r ^ 2) + (b * dP b ^ 2 - a * dP a ^ 2) / 2) := by
  have hE := kinetic_eq_energy hab h
  refine ⟨hE, ?_⟩
  -- the hypervirial identity with weight `r`
  have hg : IsC1On a b (fun r => r) (fun _ => 1) :=
    ⟨by fun_prop, continuousOn_const, fun r _ => hasDerivAt_id' r⟩
  have hV := hypervirial hab h hW hg
  simp only [one_mul] at hV
  have cP := h.slope.cont
  have cV := hW.contDeriv
  have c1 : ContinuousOn (fun r => r * dW r * P r ^ 2) (Icc a b) := by fun_prop
  have split : ∫ r in a..b, (W r - e + r * dW r) * P r ^ 2 =
      (∫ r in a..b, r * dW r * P r ^ 2) - ∫ r in a..b, (e - W r) * P r ^ 2 := by
    rw [← intervalIntegral.integral_sub (c1.intervalIntegrable_of_Icc hab)
      ((continuousOn_energy_density h).intervalIntegrable_of_Icc hab)]
    congr 1
    funext r
    ring
  rw [split] at hV
  linarith

/-- On an interval `[a, b]` with `a > 0` the effective radial potential is continuously
differentiable, with derivative `Z/r² - l(l+1)/r³`. -/
theorem effectivePotential_isC1On (ha : 0 < a) (Z : ℝ) (l : ℕ) :
    IsC1On a b (effectivePotential Z l)
      (fun r => Z / r ^ 2 - l * (l + 1) / r ^ 3) := by
  have hd : ∀ r : ℝ, 0 < r → HasDerivAt (effectivePotential Z l)
      (Z / r ^ 2 - l * (l + 1) / r ^ 3) r := by
    intro r hr
    have h2 : HasDerivAt (fun x : ℝ => x ^ 2) (2 * r) r := by
      simpa using hasDerivAt_pow 2 r
    have d1 := (hasDerivAt_const r ((l : ℝ) * (l + 1))).fun_div (h2.const_mul 2)
      (by positivity)
    have d2 := (hasDerivAt_const r Z).fun_div (hasDerivAt_id' r) hr.ne'
    refine (d1.fun_sub d2).congr_deriv ?_
    field_simp
    ring
  refine ⟨fun r hr => (hd r (ha.trans_le hr.1)).continuousAt.continuousWithinAt, ?_,
    fun r hr => hd r (ha.trans hr.1)⟩
  exact (continuousOn_const.div (by fun_prop) fun r hr =>
    pow_ne_zero 2 (ha.trans_le hr.1).ne').sub
    (continuousOn_const.div (by fun_prop) fun r hr => pow_ne_zero 3 (ha.trans_le hr.1).ne')

/-- For an orbital confined to `[a, b]`, `0 < a ≤ b`, in the effective potential of a charge
`Z`, the integral of `P'²` is that of `(Z/r - l(l+1)/r²) P²` plus the end-point terms. -/
theorem atomic_virial (ha : 0 < a) (hab : a ≤ b) (Z : ℝ) (l : ℕ)
    (h : IsConfinedOrbital a b e (effectivePotential Z l) P dP) :
    ∫ r in a..b, dP r ^ 2 =
      (∫ r in a..b, (Z / r - l * (l + 1) / r ^ 2) * P r ^ 2)
        + (b * dP b ^ 2 - a * dP a ^ 2) / 2 := by
  rw [(kinetic_three_routes hab h (effectivePotential_isC1On ha Z l)).2]
  congr 1
  refine intervalIntegral.integral_congr fun r hr => ?_
  rw [uIcc_of_le hab] at hr
  have hr0 : r ≠ 0 := (ha.trans_le hr.1).ne'
  have key : r * (Z / r ^ 2 - l * (l + 1) / r ^ 3) = Z / r - l * (l + 1) / r ^ 2 := by
    field_simp
  simp only [key]

/-- The hydrogen 3s function `(27r - 18r² + 2r³) exp(-r/3)`, restricted to the interval between
`(9 - 3√3)/2` and `(9 + 3√3)/2`, is a confined orbital with energy `-1/18`. -/
theorem hydrogen_3s_witness :
    0 < (9 - 3 * √3) / 2 ∧ (9 - 3 * √3) / 2 < (9 + 3 * √3) / 2 ∧
    IsConfinedOrbital ((9 - 3 * √3) / 2) ((9 + 3 * √3) / 2) (-1 / 18)
      (effectivePotential 1 0)
      (fun r => (27 * r - 18 * r ^ 2 + 2 * r ^ 3) * Real.exp (-r / 3))
      (fun r => (27 - 45 * r + 12 * r ^ 2 - 2 / 3 * r ^ 3) * Real.exp (-r / 3)) := by
  have hs : √3 ^ 2 = (3 : ℝ) := Real.sq_sqrt (by norm_num)
  have hs0 : 0 < √(3 : ℝ) := Real.sqrt_pos.mpr (by norm_num)
  have ha : 0 < (9 - 3 * √3) / 2 := by nlinarith
  have h2 : ∀ r : ℝ, HasDerivAt (fun x : ℝ => x ^ 2) (2 * r) r := fun r => by
    simpa using hasDerivAt_pow 2 r
  have h3 : ∀ r : ℝ, HasDerivAt (fun x : ℝ => x ^ 3) (3 * r ^ 2) r := fun r => by
    simpa using hasDerivAt_pow 3 r
  have he : ∀ r : ℝ, HasDerivAt (fun x : ℝ => Real.exp (-x / 3))
      (Real.exp (-r / 3) * (-1 / 3)) r := fun r =>
    ((hasDerivAt_id' r).fun_neg.div_const 3).exp
  refine ⟨ha, by linarith, ⟨by fun_prop, by fun_prop, fun r _ => ?_⟩,
    ⟨by fun_prop, ?_, fun r hr => ?_⟩, ?_, ?_⟩
  · exact (((((hasDerivAt_id' r).const_mul 27).fun_sub ((h2 r).const_mul 18)).fun_add
      ((h3 r).const_mul 2)).fun_mul (he r)).congr_deriv (by ring)
  · exact (continuousOn_const.mul ((effectivePotential_isC1On ha 1 0).cont.sub
      continuousOn_const)).mul (by fun_prop)
  · -- the radial equation, using `(1/r) r = 1`
    have hinv : 1 / r * r = 1 := one_div_mul_cancel (ha.trans hr.1).ne'
    refine ((((((hasDerivAt_id' r).const_mul 45).const_sub 27).fun_add
      ((h2 r).const_mul 12)).fun_sub ((h3 r).const_mul (2 / 3))).fun_mul
      (he r)).congr_deriv ?_
    simp only [effectivePotential, Nat.cast_zero, zero_mul, zero_div, zero_sub]
    linear_combination 2 * (27 - 18 * r + 2 * r ^ 2) * Real.exp (-r / 3) * hinv
  · exact mul_eq_zero_of_left
      (by linear_combination (9 / 2) * ((9 - 3 * √3) / 2) * hs) _
  · exact mul_eq_zero_of_left
      (by linear_combination (9 / 2) * ((9 + 3 * √3) / 2) * hs) _

end

end ConfinedOrbitalKineticEnergy
```

```lean
#print axioms ConfinedOrbitalKineticEnergy.wall_force_balance
-- 'ConfinedOrbitalKineticEnergy.wall_force_balance' depends on axioms: [propext, Classical.choice, Quot.sound]
#print axioms ConfinedOrbitalKineticEnergy.kinetic_three_routes
-- 'ConfinedOrbitalKineticEnergy.kinetic_three_routes' depends on axioms: [propext, Classical.choice, Quot.sound]
#print axioms ConfinedOrbitalKineticEnergy.atomic_virial
-- 'ConfinedOrbitalKineticEnergy.atomic_virial' depends on axioms: [propext, Classical.choice, Quot.sound]
```

## An orbital held between two nodes

In atomic units, $P(r)=rR(r)$ is the radial function of one electron with radial factor $R$, and $W$ is its effective potential, centrifugal term included. The points $a$ and $b$ can be hard walls, or two nodes of an orbital that extends further.

The structure `IsC1On a b f f'` says that `f` and `f'` are continuous on the closed interval and that `f'` is the derivative of `f` in its interior. For $a<b$ the values of `f'` at the ends are therefore one-sided slopes. `IsConfinedOrbital` applies this twice: `dP` is the slope of `P`, and $2(W-e)P$ is the slope of `dP`. It also requires the two nodes. That such a solution exists for a given $W$ and $e$ is a hypothesis.

The main theorem, `kinetic_three_routes`, states the two equalities for $a\le b$. Its first half, proved separately as `kinetic_eq_energy`, does not need $W$ to be differentiable.

No normalisation is imposed. For a nonzero $P$ on an interval with $a<b$, the radial kinetic energy per electron is

$$T_r=\frac{\int_a^b P'^2\,dr}{2\int_a^b P^2\,dr},$$

and the other two expressions are divided by the same denominator.

For one orbital in a fixed local potential, comparing the three values can expose errors in a numerical radial solution. The nonlocal exchange term of Hartree–Fock theory in general does not fit this form of the equation.

## The energy route

By the product rule and the radial equation,

$$(PP')'=P'^2+PP''=P'^2+2(W-e)P^2=P'^2-2(e-W)P^2.$$

The integral of the left side is $P(b)P'(b)-P(a)P'(a)=0$, which gives the first equality.

In `kinetic_eq_energy`, `hC` records this derivative, with `ring` doing the algebra. The lemma `IsC1On.integral_eq` is the fundamental theorem of calculus, and `linarith` rearranges the result once the nodes have been inserted. The continuity lemma `continuousOn_energy_density` lets the integral be split.

## A weight function and the virial route

Let $g$ be any continuously differentiable weight and set $F=gP'^2-2g(W-e)P^2$. Then

$$F'=g'P'^2+2gP'P''-2g'(W-e)P^2-2gW'P^2-4g(W-e)PP'.$$

Since $2gP'P''=4g(W-e)PP'$, the second and last terms cancel. At the nodes $F=gP'^2$, so integration gives the identity `hypervirial`:

$$\int_a^b g'P'^2\,dr=2\int_a^b\left[g'(W-e)+gW'\right]P^2\,dr+g(b)P'(b)^2-g(a)P'(a)^2.$$

In the code, `d1` to `d4` are the derivatives of $P$, $P'$, $W-e$ and $g$, and the cancellation takes place in the `ring` call that completes `hC`.

The weight $g=1$ gives `wall_force_balance`,

$$P'(a)^2-P'(b)^2=2\int_a^b W'P^2\,dr.$$

For a normalised orbital between hard walls, half of this equation says that the forces from the two walls balance the mean force $-\int_a^b W'P^2\,dr$ from the potential.

The weight $g=r$ gives

$$\int_a^b P'^2\,dr=2\int_a^b(W-e)P^2\,dr+2\int_a^b rW'P^2\,dr+bP'(b)^2-aP'(a)^2.$$

By the energy route, the first term on the right is $-\int_a^b P'^2\,dr$. Moving it to the left and halving gives the second equality. In `kinetic_three_routes`, `split` separates the two potential integrals, and `linarith` combines them with the energy route `hE`.

## Coulomb attraction and the centrifugal term

For nuclear charge $Z$ and angular momentum $l$, `effectivePotential` is

$$W=\frac{l(l+1)}{2r^2}-\frac Zr,\qquad rW'=\frac Zr-\frac{l(l+1)}{r^2}.$$

The condition $a>0$ keeps the interval away from the singularity at the nucleus. The innermost lobe of a free atom's orbital, which starts at $r=0$, is therefore not covered, and neither is the outermost one, which extends to infinity. The lemma `effectivePotential_isC1On` supplies the derivative, and `atomic_virial` inserts it:

$$\int_a^b P'^2\,dr=\int_a^b\left(\frac Zr-\frac{l(l+1)}{r^2}\right)P^2\,dr+\tfrac12\left(bP'(b)^2-aP'(a)^2\right).$$

With the centrifugal term moved to the left, this says for a normalised orbital that twice the full kinetic energy equals minus the Coulomb energy plus the end terms. The familiar virial ratio of an isolated atom is thus modified by the end terms, unless these cancel each other. Electron–electron repulsion does not enter this potential.

## The middle lobe of hydrogen 3s

`hydrogen_3s_witness` supplies a concrete orbital with $Z=1$, $l=0$ and $e=-1/18$:

$$P=(27r-18r^2+2r^3)\exp(-r/3).$$

Its positive nodes are the roots of $27-18r+2r^2$, namely $(9\mp3\sqrt3)/2$. Differentiating twice gives

$$P'=\left(27-45r+12r^2-\tfrac23r^3\right)\exp(-r/3),$$

$$P''=\left(-54+39r-6r^2+\tfrac29r^3\right)\exp(-r/3)=2\left(-\tfrac1r+\tfrac1{18}\right)P.$$

The proof checks the radial equation with $(1/r)\,r=1$ and the nodes with $(\sqrt3)^2=3$. The factor $2/(81\sqrt3)$ would normalise $P$ over the whole half-line; on the middle lobe alone, the denominator of $T_r$ takes care of the normalisation.

## Flat ends instead of nodes

The same calculation by hand covers an orbital with $P'(a)=P'(b)=0$ in place of the nodes, a case that the Lean theorems do not treat. The condition is on $P$, not on the radial factor $R=P/r$. The product $PP'$ still vanishes at both ends, so the energy route is unchanged. With $g=r$, the end values of $F$ are now $2r(e-W)P^2$, and the virial route becomes

$$\int_a^b P'^2\,dr=\int_a^b rW'P^2\,dr+\left[r(e-W)P^2\right]_a^b.$$
